# Pseudo Jahn-Teller stability with many excited levels: $2\sum_i v_i^2/D_i \le k$ in a linear one-coordinate model

## A symmetric geometry that may give way

A molecule or a crystal site with a nondegenerate ground state can still distort away from its symmetric geometry. The distortion mixes the ground level with excited levels, and this mixing lowers the energy. The elastic restoring force opposes it. When several excited levels contribute, how much coupling can the symmetric geometry withstand?

Let $Q$ be the distortion along one coordinate. The reference level has energy $0$ at $Q=0$, and finitely many other levels lie at heights $D_i>0$. Two further constants enter:

- $k$ is the force constant that the nuclei would feel if the electronic state did not respond to the distortion. It is taken to be the same for all levels.
- $v_i$ is the real matrix element, between the reference level and level $i$, of the derivative of the electronic Hamiltonian with respect to $Q$.

With real amplitudes $c_0$ and $c_i$, the energy form is

$$E(Q,c)=\frac{kQ^2}{2}\Big(c_0^2+\sum_i c_i^2\Big)+\sum_i D_i c_i^2+2Qc_0\sum_i v_i c_i .$$

For a normalised state this is the energy expectation value. For any other nonzero state it must be divided by $c_0^2+\sum_i c_i^2$, which leaves its sign unchanged.

## The criterion and its Lean form

For positive gaps,

$$E(Q,c)\ge 0\ \text{ for all real } Q \text{ and } c\quad\Longleftrightarrow\quad 2\sum_i\frac{v_i^2}{D_i}\le k .$$

This is `energy_nonneg_iff`. The lowest energy at $Q=0$ is zero, so the left side says that no distortion takes the lowest potential curve below its value at the symmetric geometry. No sign of $k$ is assumed, since the right side already forces $k\ge 0$.

In Lean, the excited levels are labelled by a finite type `ι`, and all levels together by `Option ι`. The reference level is `none` and level $i$ is `some i`, so $c_0$ is `c none` and $c_i$ is `c (some i)`. The matrix `hamiltonian k D v Q` adds the elastic term, the level energies and $Q$ times the coupling matrix. The function `energy` is the form $c\cdot Hc$, without normalisation. The hypothesis `hD` says that every gap is positive.

Two-level treatments often place the levels at $\pm\Delta$. The gap is then $D=2\Delta$, and the criterion reads $v^2/\Delta\le k$.

The step left to the physicist is to replace the true electronic Hamiltonian by this matrix. The matrix is linear in $Q$ apart from the common elastic term, contains finitely many levels, and has no coupling among the excited ones. The theorem takes the constants as given and does not say which real systems distort.

## Completing the square

Write $S=\sum_i v_i^2/D_i$. For each excited level,

$$D_ic_i^2+2Qc_0v_ic_i=D_i\Big(c_i+\frac{Qc_0v_i}{D_i}\Big)^2-Q^2c_0^2\frac{v_i^2}{D_i}.$$

Summing over $i$ and adding the elastic energy gives

$$E=\frac{kQ^2}{2}\sum_i c_i^2+\sum_i D_i\Big(c_i+\frac{Qc_0v_i}{D_i}\Big)^2+Q^2c_0^2\Big(\frac k2-S\Big).$$

If $2S\le k$, then $k\ge0$ because $S\ge 0$, and all three terms are nonnegative.

For the converse, take the state with first-order admixtures, $c_0=1$ and $c_i=-Qv_i/D_i$. The squares vanish. With $T=\sum_i (v_i/D_i)^2$,

$$E=Q^2\Big(\frac k2-S+\frac{kQ^2}{2}T\Big).$$

The squared norm of this state is $1+Q^2T$, so its normalised energy is $kQ^2/2-Q^2S/(1+Q^2T)$.

Suppose $k<2S$, and choose $Q^2=(S-k/2)/(|k|T+1)$, which is positive. Then $|k|TQ^2=S-k/2-Q^2<S-k/2$. The last term in the bracket is therefore less than $\tfrac12(S-k/2)$, the bracket is negative, and so is $E$.

## Critical coupling and a fixed distortion

Let $k>0$ and $2S\le k$, with equality allowed, and take $Q\ne0$ and $c\neq0$. If every $c_i$ vanishes, then $E=kQ^2c_0^2/2>0$. Otherwise the first term of the completed square is positive and the others are nonnegative. The energy is thus strictly positive even at critical coupling.

At one fixed $Q\neq0$ with $k\ge0$, the elastic energy of the excited levels can be absorbed into the gaps. Put $A_i=D_i+kQ^2/2$. The same algebra gives

$$E=\sum_i A_i\Big(c_i+\frac{Qc_0v_i}{A_i}\Big)^2+Q^2c_0^2\Big(\frac k2-\sum_i\frac{v_i^2}{A_i}\Big).$$

If $2\sum_i v_i^2/A_i\le k$, both terms are nonnegative. Conversely, the state $c_0=1$, $c_i=-Qv_i/A_i$ removes the squares and leaves $Q^2(k/2-\sum_i v_i^2/A_i)$, which is negative if the inequality fails. The condition is therefore exact at that $Q$.

## One excited level

With a single excited level, the lower eigenvalue is

$$E_-(Q)=\frac{kQ^2}{2}+\frac D2-\sqrt{\frac{D^2}{4}+v^2Q^2}.$$

For small $Q$ it behaves as $(k/2-v^2/D)Q^2+v^4Q^4/D^3$. At critical coupling with $v\ne0$ the quadratic term disappears and the positive quartic term remains, in agreement with the strict positivity above. With no excited levels at all, the criterion reduces to $0\le k$.

## The sum over states in numbers

In second-order perturbation theory, $k-2S$ is the curvature of the ground-state energy at the symmetric geometry, provided that $S$ includes every excited level that couples to the ground level. A calculation that leaves out some of these levels overestimates the curvature and can miss an instability. Within this finite linear model, a nonnegative curvature guarantees that no distortion, however large, brings the energy below zero. A negative curvature means that some distortions do, though not necessarily all.

As an illustration, take $k=10\ \mathrm{eV/Å^2}$, gaps of $2$ and $4$ eV, and couplings of $3$ and $2$ eV/Å. The two levels contribute $9$ and $2\ \mathrm{eV/Å^2}$ to $2S$. Neither alone exceeds $k$, but their sum of $11$ does, so the symmetric geometry is unstable.

The fixed-distortion criterion shows how far the instability reaches. At $Q=0.2$ Å the gaps become $2.2$ and $4.2$ eV, and the left side is about $10.09$, so some state still has negative energy. At $Q=0.3$ Å it is about $9.14$, and none does.

## The Lean file

```lean
import Mathlib

open Matrix

namespace PseudoJahnTeller

noncomputable section

variable {ι : Type*} [Fintype ι]

/-- Level energies at the undistorted geometry: the reference level `none` lies at zero,
the level `some i` at `D i`. -/
def level (D : ι → ℝ) : Option ι → ℝ
  | none => 0
  | some i => D i

/-- The linear vibronic coupling matrix: it connects the reference level with
level `i` through the constant `v i`, and has no other entries. -/
def coupling (v : ι → ℝ) : Matrix (Option ι) (Option ι) ℝ
  | none, none => 0
  | none, some i => v i
  | some i, none => v i
  | some _, some _ => 0

/-- The reference level with first-order admixtures `-Q v i / A i` of the other levels,
not normalised; the domain is `A i ≠ 0`. -/
def admixedState (A v : ι → ℝ) (Q : ℝ) : Option ι → ℝ
  | none => 1
  | some i => -(Q * v i / A i)

/-- Completing the square in the excited amplitudes `x i`, for positive gaps `A i`. -/
theorem complete_square (A v x : ι → ℝ) (hA : ∀ i, 0 < A i) (t : ℝ) :
    ∑ i, A i * x i ^ 2 + 2 * t * ∑ i, v i * x i
      = ∑ i, A i * (x i + t * v i / A i) ^ 2 - t ^ 2 * ∑ i, v i ^ 2 / A i := by
  rw [Finset.mul_sum, Finset.mul_sum, ← Finset.sum_add_distrib, ← Finset.sum_sub_distrib]
  refine Finset.sum_congr rfl fun i _ => ?_
  have h : v i = A i * (v i / A i) := by
    have := (hA i).ne'
    field_simp
  linear_combination (2 * t * x i + t ^ 2 * (v i / A i)) * h

variable [DecidableEq ι]

/-- The Hamiltonian at distortion `Q`: elastic energy `k Q² / 2`, level energies, and
the vibronic coupling linear in `Q`. -/
def hamiltonian (k : ℝ) (D v : ι → ℝ) (Q : ℝ) : Matrix (Option ι) (Option ι) ℝ :=
  (k * Q ^ 2 / 2) • (1 : Matrix (Option ι) (Option ι) ℝ) + diagonal (level D)
    + Q • coupling v

/-- The quadratic form of the Hamiltonian in the real state `c`. -/
def energy (k : ℝ) (D v : ι → ℝ) (Q : ℝ) (c : Option ι → ℝ) : ℝ :=
  c ⬝ᵥ (hamiltonian k D v Q *ᵥ c)

/-- The energy written out in the amplitudes of the reference level and the other levels. -/
theorem energy_eq (k : ℝ) (D v : ι → ℝ) (Q : ℝ) (c : Option ι → ℝ) :
    energy k D v Q c = k * Q ^ 2 / 2 * (c none ^ 2 + ∑ i, c (some i) ^ 2)
      + ∑ i, D i * c (some i) ^ 2 + 2 * (Q * c none) * ∑ i, v i * c (some i) := by
  have hc0 : (coupling v *ᵥ c) none = ∑ i, v i * c (some i) := by
    simp [Matrix.mulVec, dotProduct, Fintype.sum_option, coupling]
  have hci : ∀ i, (coupling v *ᵥ c) (some i) = v i * c none := fun i => by
    simp [Matrix.mulVec, dotProduct, Fintype.sum_option, coupling]
  -- the two kinds of components of `H c`
  have h0 : (hamiltonian k D v Q *ᵥ c) none
      = k * Q ^ 2 / 2 * c none + Q * ∑ i, v i * c (some i) := by
    simp [hamiltonian, Matrix.add_mulVec, Matrix.smul_mulVec, Matrix.mulVec_diagonal,
      level, hc0]
  have hi : ∀ i, (hamiltonian k D v Q *ᵥ c) (some i)
      = k * Q ^ 2 / 2 * c (some i) + D i * c (some i) + Q * (v i * c none) := fun i => by
    simp [hamiltonian, Matrix.add_mulVec, Matrix.smul_mulVec, Matrix.mulVec_diagonal,
      level, hci]
  have hs : ∑ i, c (some i) * (k * Q ^ 2 / 2 * c (some i) + D i * c (some i)
        + Q * (v i * c none))
      = k * Q ^ 2 / 2 * ∑ i, c (some i) ^ 2 + ∑ i, D i * c (some i) ^ 2
        + Q * c none * ∑ i, v i * c (some i) := by
    simp only [Finset.mul_sum, ← Finset.sum_add_distrib]
    exact Finset.sum_congr rfl fun i _ => by ring
  rw [energy, dotProduct, Fintype.sum_option, h0]
  simp only [hi]
  rw [hs]
  ring

/-- For positive gaps the energy is an elastic term, a sum of squares, and a term in which
the coupling lowers the force constant of the reference level. -/
theorem energy_eq_squares (k : ℝ) (D v : ι → ℝ) (hD : ∀ i, 0 < D i) (Q : ℝ)
    (c : Option ι → ℝ) :
    energy k D v Q c = k * Q ^ 2 / 2 * ∑ i, c (some i) ^ 2
      + ∑ i, D i * (c (some i) + Q * c none * v i / D i) ^ 2
      + (Q * c none) ^ 2 * (k / 2 - ∑ i, v i ^ 2 / D i) := by
  have sq := complete_square D v (fun i => c (some i)) hD (Q * c none)
  beta_reduce at sq
  rw [energy_eq]
  linear_combination sq

/-- The energy of the first-order admixed state, for positive gaps. -/
theorem energy_admixedState (k : ℝ) (D v : ι → ℝ) (hD : ∀ i, 0 < D i) (Q : ℝ) :
    energy k D v Q (admixedState D v Q)
      = Q ^ 2 * (k / 2 - ∑ i, v i ^ 2 / D i + k * Q ^ 2 / 2 * ∑ i, (v i / D i) ^ 2) := by
  have hz : ∑ i, D i * (-(Q * v i / D i) + Q * 1 * v i / D i) ^ 2 = 0 :=
    Finset.sum_eq_zero fun i _ => by ring
  have hx : ∑ i, (-(Q * v i / D i)) ^ 2 = Q ^ 2 * ∑ i, (v i / D i) ^ 2 := by
    rw [Finset.mul_sum]
    exact Finset.sum_congr rfl fun i _ => by ring
  rw [energy_eq_squares k D v hD]
  simp only [admixedState]
  rw [hz, hx]
  ring

/-- **Pseudo Jahn-Teller criterion for many levels.** For positive gaps `D i`, no distortion
and no real state has negative energy exactly when `2 ∑ v i² / D i ≤ k`. -/
theorem energy_nonneg_iff (k : ℝ) (D v : ι → ℝ) (hD : ∀ i, 0 < D i) :
    (∀ Q c, 0 ≤ energy k D v Q c) ↔ 2 * ∑ i, v i ^ 2 / D i ≤ k := by
  constructor
  · intro h
    by_contra hlt
    -- a distortion for which the quartic term cannot compensate the softening
    have small : ∀ S T : ℝ, 0 ≤ T → k < 2 * S →
        ∃ Q : ℝ, Q ^ 2 * (k / 2 - S + k * Q ^ 2 / 2 * T) < 0 := by
      intro S T hT hS
      have hd : 0 < |k| * T + 1 := by positivity
      obtain ⟨q, hq⟩ : ∃ q, q = (S - k / 2) / (|k| * T + 1) := ⟨_, rfl⟩
      have hq0 : 0 < q := by
        rw [hq]
        exact div_pos (by linarith) hd
      have hm : q * (|k| * T + 1) = S - k / 2 := by
        rw [hq]
        exact div_mul_cancel₀ _ hd.ne'
      have hk := mul_le_mul_of_nonneg_right (le_abs_self k) (mul_nonneg hT hq0.le)
      refine ⟨√q, ?_⟩
      rw [Real.sq_sqrt hq0.le]
      exact mul_neg_of_pos_of_neg hq0 (by nlinarith)
    obtain ⟨Q, hQ⟩ := small (∑ i, v i ^ 2 / D i) (∑ i, (v i / D i) ^ 2)
      (Finset.sum_nonneg fun i _ => sq_nonneg _) (not_le.mp hlt)
    have h1 := h Q (admixedState D v Q)
    rw [energy_admixedState k D v hD] at h1
    linarith
  · intro h Q c
    have hS : 0 ≤ ∑ i, v i ^ 2 / D i :=
      Finset.sum_nonneg fun i _ => div_nonneg (sq_nonneg _) (hD i).le
    have hk : 0 ≤ k := by linarith
    have h1 : 0 ≤ ∑ i, c (some i) ^ 2 := Finset.sum_nonneg fun i _ => sq_nonneg _
    have h2 : 0 ≤ ∑ i, D i * (c (some i) + Q * c none * v i / D i) ^ 2 :=
      Finset.sum_nonneg fun i _ => mul_nonneg (hD i).le (sq_nonneg _)
    have h3 : 0 ≤ k / 2 - ∑ i, v i ^ 2 / D i := by linarith
    rw [energy_eq_squares k D v hD]
    positivity

/-- For `k > 0`, positive gaps and `2 ∑ v i² / D i ≤ k`, equality included, every nonzero
real state has strictly positive energy at every nonzero distortion. -/
theorem energy_pos (k : ℝ) (D v : ι → ℝ) (hk : 0 < k) (hD : ∀ i, 0 < D i)
    (h : 2 * ∑ i, v i ^ 2 / D i ≤ k) {Q : ℝ} (hQ : Q ≠ 0) {c : Option ι → ℝ}
    (hc : c ≠ 0) : 0 < energy k D v Q c := by
  by_cases hx : ∀ i, c (some i) = 0
  · -- only the reference level is occupied: the energy is purely elastic
    have h0 : c none ≠ 0 := fun h0 => hc (by
      funext a
      cases a with
      | none => exact h0
      | some i => exact hx i)
    have he : energy k D v Q c = k * Q ^ 2 / 2 * c none ^ 2 := by
      rw [energy_eq]
      simp [hx]
    rw [he]
    positivity
  · -- an occupied excited level costs elastic energy of its own
    obtain ⟨i, hi⟩ := not_forall.mp hx
    have h1 : 0 < ∑ i, c (some i) ^ 2 :=
      Finset.sum_pos' (fun _ _ => sq_nonneg _) ⟨i, Finset.mem_univ i, by positivity⟩
    have h2 : 0 ≤ ∑ i, D i * (c (some i) + Q * c none * v i / D i) ^ 2 :=
      Finset.sum_nonneg fun i _ => mul_nonneg (hD i).le (sq_nonneg _)
    have h3 : 0 ≤ k / 2 - ∑ i, v i ^ 2 / D i := by linarith
    rw [energy_eq_squares k D v hD]
    positivity

/-- At one fixed distortion `Q ≠ 0`, with `k ≥ 0` and positive gaps, no real state has
negative energy exactly when the criterion holds with gaps `D i + k Q² / 2`. -/
theorem energy_nonneg_at_iff (k : ℝ) (D v : ι → ℝ) (hk : 0 ≤ k) (hD : ∀ i, 0 < D i)
    {Q : ℝ} (hQ : Q ≠ 0) :
    (∀ c, 0 ≤ energy k D v Q c) ↔ 2 * ∑ i, v i ^ 2 / (D i + k * Q ^ 2 / 2) ≤ k := by
  have hA : ∀ i, 0 < D i + k * Q ^ 2 / 2 := fun i =>
    add_pos_of_pos_of_nonneg (hD i) (by positivity)
  -- complete the square with the elastic energy included in the gaps
  have key : ∀ c, energy k D v Q c
      = ∑ i, (D i + k * Q ^ 2 / 2)
          * (c (some i) + Q * c none * v i / (D i + k * Q ^ 2 / 2)) ^ 2
        + (Q * c none) ^ 2 * (k / 2 - ∑ i, v i ^ 2 / (D i + k * Q ^ 2 / 2)) := by
    intro c
    have sq := complete_square (fun i => D i + k * Q ^ 2 / 2) v (fun i => c (some i)) hA
      (Q * c none)
    beta_reduce at sq
    have hs : ∑ i, (D i + k * Q ^ 2 / 2) * c (some i) ^ 2
        = ∑ i, D i * c (some i) ^ 2 + k * Q ^ 2 / 2 * ∑ i, c (some i) ^ 2 := by
      rw [Finset.mul_sum, ← Finset.sum_add_distrib]
      exact Finset.sum_congr rfl fun i _ => by ring
    rw [energy_eq]
    linear_combination sq - hs
  constructor
  · intro h
    have h1 := h (admixedState (fun i => D i + k * Q ^ 2 / 2) v Q)
    rw [key] at h1
    simp only [admixedState] at h1
    rw [Finset.sum_eq_zero fun i _ => by ring] at h1
    by_contra hlt
    have hQ2 : 0 < Q ^ 2 := by positivity
    have h2 : k / 2 - ∑ i, v i ^ 2 / (D i + k * Q ^ 2 / 2) < 0 := by
      linarith [not_le.mp hlt]
    have h3 := mul_neg_of_pos_of_neg hQ2 h2
    rw [mul_one, zero_add] at h1
    linarith
  · intro h c
    rw [key]
    exact add_nonneg
      (Finset.sum_nonneg fun i _ => mul_nonneg (hA i).le (sq_nonneg _))
      (mul_nonneg (sq_nonneg _) (by linarith))

end

end PseudoJahnTeller
```

```lean
#print axioms PseudoJahnTeller.energy_nonneg_iff
-- 'PseudoJahnTeller.energy_nonneg_iff' depends on axioms: [propext, Classical.choice, Quot.sound]
#print axioms PseudoJahnTeller.energy_pos
-- 'PseudoJahnTeller.energy_pos' depends on axioms: [propext, Classical.choice, Quot.sound]
#print axioms PseudoJahnTeller.energy_nonneg_at_iff
-- 'PseudoJahnTeller.energy_nonneg_at_iff' depends on axioms: [propext, Classical.choice, Quot.sound]
```

## From the algebra to the Lean proofs

`energy_eq` connects the matrix with the written-out form. It computes the two kinds of components of $Hc$, multiplies them by the amplitudes and sums. The coupling appears once in the reference row and once in the excited rows, hence the factor $2$.

`complete_square` is the identity for general positive gaps `A` and a number `t`, which stands for $Qc_0$. The sums are merged and compared term by term. `linear_combination` then closes each term from the relation $v_i=A_i(v_i/A_i)$. `energy_eq_squares` inserts this identity into `energy_eq`, and `energy_admixedState` evaluates the result in `admixedState D v Q`, where the squares vanish.

In `energy_nonneg_iff`, the forward direction argues by contradiction. The inner statement `small` supplies the distortion: its `q` is the value of $Q^2$ chosen above, and `√q` is the distortion itself. `nlinarith` checks that the bracket is negative. In the backward direction, `positivity` combines the signs of the three terms.

`energy_pos` splits on whether all excited amplitudes vanish, as in the argument above. In `energy_nonneg_at_iff`, the statement `key` applies `complete_square` with the enlarged gaps. One direction evaluates it in the admixed state built with those gaps, and the other adds two nonnegative terms.
